# Dilation invariance fixes the Sobolev exponent at $1/q = 1/p - 1/d$

Take a smooth bump $f$ on the line and squeeze it to half its width, which gives $f(2x)$. The integral of $|f|^q$ is halved, so its $1/q$-th power changes by the factor $2^{-1/q}$. The slope doubles while the region it occupies is halved, so $\left(\int |f'|^p\right)^{1/p}$ changes by $2\cdot 2^{-1/p}$. The ratio of the first quantity to the second is therefore multiplied by $2^{1/p-1/q-1}$, and it stays the same only if $1/q = 1/p - 1$.

The physical question behind this is which norm $\|f\|_q$ of a wavefunction can be bounded by a constant times the square root of its kinetic energy. For a real, normalised one-electron wavefunction $f$ in three dimensions, the kinetic energy in atomic units is $\tfrac12\int|\nabla f|^2$. A bound of the form $\|f\|_q \le C\,\|\nabla f\|_2$ would limit how sharply the density $f^2$ can pile up at a given kinetic energy. Among bounds of this form, scaling leaves $q = 6$ as the only candidate. Bounds that also involve the normalisation integral $\int f^2$ can hold for other $q$.

## The claim and its derivation by hand

For $p > 0$ write $\|u\|_p = \left(\int |u|^p\,dx\right)^{1/p}$, also for vector fields $u$, and let $f_l(x) = f(l x)$ with $l > 0$. Let $f$ be a nonzero, compactly supported $C^1$ function on $\mathbb{R}^d$, $d \ge 1$, and let $p, q > 0$. Then $R(f) = \|f\|_q/\|\nabla f\|_p$ satisfies $R(f_l) = R(f)$ for all $l > 0$ if and only if $1/q = 1/p - 1/d$.

**Norms.** Substituting $y = l x$, $dx = l^{-d}dy$, gives
$$\int |u(lx)|^p\,dx = l^{-d}\int |u(y)|^p\,dy, \qquad \|u(l\,\cdot)\|_p = l^{-d/p}\,\|u\|_p .$$

**Gradients.** By the chain rule $\nabla f_l(x) = l\,(\nabla f)(l x)$. The factor $l$ comes out of the norm, and the previous step applies to $u = \nabla f$:
$$\|\nabla f_l\|_p = l^{\,1-d/p}\,\|\nabla f\|_p .$$

**Positivity.** If $\nabla f$ vanished everywhere, $f$ would be a nonzero constant, whose support is all of $\mathbb{R}^d$ and not compact. So $\nabla f$ is nonzero at some point, by continuity also near it, and $\|\nabla f\|_p > 0$. In the same way $\|f\|_q > 0$. Both are finite because the integrands are continuous with compact support, so $0 < R(f) < \infty$.

**Ratio.** Dividing the two scaling laws,
$$R(f_l) = l^{\,s} R(f), \qquad s = \frac dp - \frac dq - 1 = d\left(\frac1p - \frac1q - \frac1d\right).$$
If $s = 0$, the ratio is invariant. Conversely, invariance at $l = 2$ gives $2^s = 1$, hence $s = 0$, which is the stated relation.

**Inequalities.** Suppose some constant $C$ satisfies $\|f\|_q \le C\|\nabla f\|_p$ for all compactly supported $C^1$ functions, and suppose $s \neq 0$. Fix one nonzero $f$ and choose $l$ with $l^s = |C|/R(f) + 1$. Then $R(f_l) = |C| + R(f) > C$, a contradiction. The relation is thus necessary for such an inequality. Whether a finite $C$ exists when it holds is a separate question, which scaling cannot settle.

As $p$ rises towards $d$, the exponent $q$ grows without bound, and for $p \ge d$ no finite positive $q$ satisfies the relation. On the line this already rules out such an inequality with finite $q$ for every $p \ge 1$.

The condition $f \neq 0$ is needed for the equivalence. For $f = 0$ in three dimensions with $p = q = 2$, both norms vanish for every $l$, and Lean's convention $0/0 = 0$ makes the ratio invariant, although $1/2 \neq 1/2 - 1/3$.

## Fields, norms and the ratio in Lean

```lean
import Mathlib

namespace SobolevScaling

noncomputable section

/-- Euclidean space of dimension `d`. -/
abbrev Space (d : ℕ) := EuclideanSpace ℝ (Fin d)
```

`Space d` is $\mathbb{R}^d$ with its Euclidean norm.

```lean
variable {d : ℕ} {F : Type*} [NormedAddCommGroup F]

/-- The `L^p` norm `(∫ ‖u‖^p)^(1/p)` of a scalar or vector field, for `p > 0` and
`‖u‖^p` integrable. -/
def normL (p : ℝ) (u : Space d → F) : ℝ := (∫ x, ‖u x‖ ^ p) ^ (1 / p)
```

The values lie in an arbitrary normed space `F`, so one definition serves both $f$ and $\nabla f$. The integral is over Lebesgue measure. For $p < 1$ the quantity is not a norm in the strict sense, but it scales in the same way. The exponents are real numbers, so the supremum norm $q = \infty$ is not included.

```lean
/-- The dilated function `x ↦ f (l x)`. -/
def dilate (l : ℝ) (f : Space d → ℝ) : Space d → ℝ := fun x => f (l • x)
```

Despite its name, `dilate l f` is narrower than `f` when $l > 1$. It also lacks the prefactor $l^{d/2}$ that keeps a wavefunction normalised under coordinate scaling. That prefactor would cancel in the ratio.

```lean
/-- The ratio of the `L^q` norm of `f` to the `L^p` norm of its gradient, for functions that are
differentiable, with both norms finite and the gradient norm nonzero, and for `p, q > 0`. -/
def sobolevRatio (q p : ℝ) (f : Space d → ℝ) : ℝ := normL q f / normL p (gradient f)
```

The exponent of the numerator comes first: `sobolevRatio q p f` is $R(f)$. Mathlib's `gradient` is the vector that represents the derivative through the inner product.

## The two scaling laws

```lean
/-- Dilating the argument of a field by `l > 0` multiplies its `L^p` norm by `l^(-d/p)`. -/
theorem normL_comp_smul (p : ℝ) (u : Space d → F) {l : ℝ} (hl : 0 < l) :
    normL p (fun x => u (l • x)) = l ^ (-(d / p)) * normL p u := by
  -- change of variables in the integral
  have h : ∫ x, ‖u (l • x)‖ ^ p = (l ^ d)⁻¹ * ∫ x, ‖u x‖ ^ p := by
    have h1 := MeasureTheory.Measure.integral_comp_smul MeasureTheory.volume
      (fun x : Space d => ‖u x‖ ^ p) l
    rw [finrank_euclideanSpace_fin, smul_eq_mul, abs_of_pos (by positivity)] at h1
    exact h1
  unfold normL
  rw [h, Real.mul_rpow (by positivity)
    (MeasureTheory.integral_nonneg fun _ => Real.rpow_nonneg (norm_nonneg _) _)]
  congr 1
  rw [← Real.rpow_natCast, ← Real.rpow_neg hl.le, ← Real.rpow_mul hl.le]
  congr 1
  ring
```

This is the substitution $y = lx$. Mathlib's `integral_comp_smul` supplies the Jacobian factor, `Real.mul_rpow` distributes the outer power $1/p$ over the product, and the last lines collect the powers of $l$ into $l^{-d/p}$.

```lean
/-- Chain rule: the gradient of `f (l x)` is `l` times the gradient of `f` at `l x`, for
differentiable `f`. -/
theorem gradient_dilate {f : Space d → ℝ} (hf : Differentiable ℝ f) (l : ℝ) (x : Space d) :
    gradient (dilate l f) x = l • gradient f (l • x) := by
  have h : HasFDerivAt (dilate l f) (l • fderiv ℝ f (l • x)) x := by
    have h1 : HasFDerivAt (fun y : Space d => l • y)
        (l • ContinuousLinearMap.id ℝ (Space d)) x := (hasFDerivAt_id x).const_smul l
    have h2 := HasFDerivAt.comp (g := f) (f := fun y : Space d => l • y) x
      (hf (l • x)).hasFDerivAt h1
    have he : (fderiv ℝ f (l • x)).comp (l • ContinuousLinearMap.id ℝ (Space d)) =
        l • fderiv ℝ f (l • x) := ContinuousLinearMap.ext fun v => by simp
    exact h2.congr_fderiv he
  simp [gradient, h.fderiv]
```

The derivative of $y \mapsto l y$ is $l$ times the identity, and `HasFDerivAt.comp` composes it with the derivative of $f$ at $l x$. Passing from the derivative to the gradient is linear, so the factor $l$ survives.

```lean
/-- For differentiable `f`, `p > 0` and `l > 0`, the `L^p` norm of the gradient of `f (l x)`
is `l^(1 - d/p)` times that of `f`. -/
theorem normL_gradient_dilate {p l : ℝ} (hp : 0 < p) (hl : 0 < l) {f : Space d → ℝ}
    (hf : Differentiable ℝ f) :
    normL p (gradient (dilate l f)) = l ^ (1 - d / p) * normL p (gradient f) := by
  have h1 : normL p (gradient (dilate l f)) =
      l * normL p (fun x => gradient f (l • x)) := by
    unfold normL
    have h2 : ∀ x, ‖gradient (dilate l f) x‖ ^ p = l ^ p * ‖gradient f (l • x)‖ ^ p := by
      intro x
      rw [gradient_dilate hf, norm_smul, Real.norm_of_nonneg hl.le,
        Real.mul_rpow hl.le (norm_nonneg _)]
    simp_rw [h2]
    rw [MeasureTheory.integral_const_mul, Real.mul_rpow (by positivity)
      (MeasureTheory.integral_nonneg fun _ => Real.rpow_nonneg (norm_nonneg _) _),
      ← Real.rpow_mul hl.le, mul_one_div_cancel hp.ne', Real.rpow_one]
  rw [h1, normL_comp_smul p (gradient f) hl, sub_eq_add_neg, Real.rpow_add hl,
    Real.rpow_one, mul_assoc]
```

Inside the integral the chain rule produces $l^p$, which the outer power turns into $l$; this uses $p \neq 0$. The preceding norm law, applied to the field `gradient f`, contributes $l^{-d/p}$.

## Why the ratio is a positive number

```lean
/-- A continuous, compactly supported field that is nonzero somewhere has a strictly positive
`L^p` norm, for `p > 0`. -/
theorem normL_pos {p : ℝ} (hp : 0 < p) {u : Space d → F} (hu : Continuous u)
    (hc : HasCompactSupport u) {x : Space d} (hx : u x ≠ 0) : 0 < normL p u := by
  refine Real.rpow_pos_of_pos ?_ _
  exact Continuous.integral_pos_of_hasCompactSupport_nonneg_nonzero (x := x)
    (hu.norm.rpow_const fun _ => Or.inr hp.le)
    (hc.comp_left (g := fun v : F => ‖v‖ ^ p) (by simp [hp.ne']))
    (fun _ => Real.rpow_nonneg (norm_nonneg _) _)
    (Real.rpow_pos_of_pos (norm_pos_iff.mpr hx) _).ne'
```

The integrand $\|u\|^p$ is continuous, nonnegative, compactly supported and nonzero at `x`, so its integral is positive. The condition $p > 0$ makes $t \mapsto t^p$ continuous at zero and gives $0^p = 0$, which keeps the support compact.

```lean
/-- In dimension `d ≥ 1`, a nonzero compactly supported `C¹` function has a gradient of
strictly positive `L^p` norm, for `p > 0`. -/
theorem normL_gradient_pos (hd : 0 < d) {p : ℝ} (hp : 0 < p) {f : Space d → ℝ}
    (hf : ContDiff ℝ 1 f) (hc : HasCompactSupport f) (h0 : f ≠ 0) :
    0 < normL p (gradient f) := by
  have hx : ∃ x, gradient f x ≠ 0 := by
    by_contra! h
    have hz : ∀ x, fderiv ℝ f x = 0 := fun x => by simpa [gradient] using h x
    obtain ⟨a, ha⟩ := Function.ne_iff.mp h0
    have : Nontrivial (Space d) :=
      Module.nontrivial_of_finrank_pos (R := ℝ) (by rw [finrank_euclideanSpace_fin]; exact hd)
    have : NoncompactSpace (Space d) := NormedSpace.noncompactSpace ℝ (Space d)
    -- a nonzero constant is supported on the whole space, which is not compact
    have hs : tsupport f = Set.univ := Set.eq_univ_of_forall fun x =>
      subset_tsupport f (show f x ≠ 0 by
        rw [is_const_of_fderiv_eq_zero (hf.differentiable (by simp)) hz x a]
        exact ha)
    have hk : IsCompact (tsupport f) := hc
    rw [hs] at hk
    exact noncompact_univ (Space d) hk
  obtain ⟨x, hx⟩ := hx
  exact normL_pos hp
    ((InnerProductSpace.toDual ℝ (Space d)).symm.continuous.comp
      (hf.continuous_fderiv (by simp)))
    ((hc.fderiv ℝ).comp_left (g := (InnerProductSpace.toDual ℝ (Space d)).symm)
      (map_zero _)) hx
```

The first half is the argument by contradiction: a vanishing derivative makes $f$ constant, its support becomes the whole space, and for $d \ge 1$ that space is not compact. The second half passes the point where the gradient is nonzero to `normL_pos`, after checking that the gradient is continuous and compactly supported.

## From the ratio to the exponent

```lean
/-- For differentiable `f`, `p > 0` and `l > 0`, the ratio for `f (l x)` is
`l^(d/p - d/q - 1)` times the ratio for `f`. -/
theorem sobolevRatio_dilate {p l : ℝ} (q : ℝ) (hp : 0 < p) (hl : 0 < l) {f : Space d → ℝ}
    (hf : Differentiable ℝ f) :
    sobolevRatio q p (dilate l f) = l ^ (d / p - d / q - 1) * sobolevRatio q p f := by
  have h1 : normL q (dilate l f) = l ^ (-(d / q)) * normL q f := normL_comp_smul q f hl
  unfold sobolevRatio
  rw [h1, normL_gradient_dilate hp hl hf, mul_div_mul_comm, ← Real.rpow_sub hl]
  congr 2
  ring
```

The two laws are divided, and `Real.rpow_sub` combines the powers of $l$ into $l^s$.

```lean
/-- In dimension `d ≥ 1`, the scaling exponent `d/p - d/q - 1` vanishes exactly when
`1/q = 1/p - 1/d`. -/
theorem exponent_eq_zero_iff (hd : 0 < d) (p q : ℝ) :
    (d / p - d / q - 1 : ℝ) = 0 ↔ 1 / q = 1 / p - 1 / d := by
  have hd' : (d : ℝ) ≠ 0 := by exact_mod_cast hd.ne'
  have h1 : (d : ℝ) * (1 / d) = 1 := mul_one_div_cancel hd'
  have key : (d / p - d / q - 1 : ℝ) = d * (1 / p - 1 / d - 1 / q) := by
    linear_combination h1
  rw [key, mul_eq_zero, or_iff_right hd', sub_eq_zero, eq_comm]
```

This is the factorisation $s = d\,(1/p - 1/d - 1/q)$, in which the factor $d$ is nonzero.

```lean
/-- **Sobolev exponent from scaling.** For a nonzero compactly supported `C¹` function on
`R^d`, `d ≥ 1`, and `p, q > 0`, the ratio of the `L^q` norm of `f` to the `L^p` norm of its
gradient is unchanged under all dilations exactly when `1/q = 1/p - 1/d`. -/
theorem sobolevRatio_invariant_iff (hd : 0 < d) {p q : ℝ} (hp : 0 < p) (hq : 0 < q)
    {f : Space d → ℝ} (hf : ContDiff ℝ 1 f) (hc : HasCompactSupport f) (h0 : f ≠ 0) :
    (∀ l : ℝ, 0 < l → sobolevRatio q p (dilate l f) = sobolevRatio q p f) ↔
      1 / q = 1 / p - 1 / d := by
  have hD : Differentiable ℝ f := hf.differentiable (by simp)
  rw [← exponent_eq_zero_iff hd]
  constructor
  · intro h
    obtain ⟨a, ha⟩ := Function.ne_iff.mp h0
    have hR : 0 < sobolevRatio q p f :=
      div_pos (normL_pos hq hf.continuous hc ha) (normL_gradient_pos hd hp hf hc h0)
    -- doubling the argument already fixes the exponent
    have h2 := h 2 two_pos
    rw [sobolevRatio_dilate q hp two_pos hD] at h2
    have h3 := congrArg Real.log (mul_right_cancel₀ hR.ne' (h2.trans (one_mul _).symm))
    rw [Real.log_rpow two_pos, Real.log_one] at h3
    exact (mul_eq_zero.mp h3).resolve_right (Real.log_pos one_lt_two).ne'
  · intro h l hl
    rw [sobolevRatio_dilate q hp hl hD, h, Real.rpow_zero, one_mul]
```

The hypotheses `hf`, `hc` and `h0` say that $f$ is $C^1$, compactly supported and not identically zero. In the forward direction the proof sets $l = 2$, cancels the positive ratio to get $2^s = 1$, and takes logarithms, so that $s\log 2 = 0$. In the backward direction $l^0 = 1$.

A bound-state wavefunction usually has tails reaching to infinity, and at a point nucleus where it does not vanish it has a cusp. Carrying the result over to such functions takes an additional argument, either by approximation or by repeating the steps with finite norms.

## What any inequality of this type must satisfy

```lean
/-- If, for some `p, q > 0` and `d ≥ 1`, one constant `C` bounds the `L^q` norm by `C` times
the `L^p` norm of the gradient for all compactly supported `C¹` functions on `R^d`, then
`1/q = 1/p - 1/d`. -/
theorem exponent_of_sobolev_inequality (hd : 0 < d) {p q C : ℝ} (hp : 0 < p) (hq : 0 < q)
    (h : ∀ f : Space d → ℝ, ContDiff ℝ 1 f → HasCompactSupport f →
      normL q f ≤ C * normL p (gradient f)) :
    1 / q = 1 / p - 1 / d := by
  rw [← exponent_eq_zero_iff hd]
  by_contra hs
  -- a smooth bump serves as trial function
  obtain ⟨f, hf, hc, hf0⟩ : ∃ f : Space d → ℝ,
      ContDiff ℝ 1 f ∧ HasCompactSupport f ∧ f 0 ≠ 0 := by
    let φ : ContDiffBump (0 : Space d) := ⟨1, 2, one_pos, one_lt_two⟩
    exact ⟨φ, φ.contDiff, φ.hasCompactSupport,
      (φ.pos_of_mem_ball (Metric.mem_ball_self φ.rOut_pos)).ne'⟩
  have hR : 0 < sobolevRatio q p f := div_pos (normL_pos hq hf.continuous hc hf0)
    (normL_gradient_pos hd hp hf hc fun h => hf0 (congrFun h 0))
  have hb : 0 < |C| / sobolevRatio q p f + 1 := by positivity
  -- choose the dilation that pushes the ratio above `C`
  obtain ⟨l, hl, hls⟩ : ∃ l : ℝ, 0 < l ∧
      l ^ (d / p - d / q - 1 : ℝ) = |C| / sobolevRatio q p f + 1 :=
    ⟨_, Real.rpow_pos_of_pos hb _, Real.rpow_inv_rpow hb.le hs⟩
  have hfl : ContDiff ℝ 1 (dilate l f) := hf.comp (contDiff_id.const_smul l)
  have hcl : HasCompactSupport (dilate l f) := hc.comp_smul hl.ne'
  have h0l : dilate l f ≠ 0 := fun h => hf0 (by simpa [dilate] using congrFun h 0)
  have hle : sobolevRatio q p (dilate l f) ≤ C :=
    (div_le_iff₀ (normL_gradient_pos hd hp hfl hcl h0l)).mpr (h _ hfl hcl)
  rw [sobolevRatio_dilate q hp hl (hf.differentiable (by simp)), hls, add_mul,
    div_mul_cancel₀ _ hR.ne', one_mul] at hle
  linarith [le_abs_self C]
```

Here the inequality is a hypothesis, `h`, and the relation between the exponents is the conclusion. The trial function is a smooth bump equal to 1 on the unit ball and supported in the ball of radius 2. `Real.rpow_inv_rpow` solves $l^s = |C|/R(f) + 1$ for $l$, which is possible because $s \neq 0$. The dilated bump is again an admissible function, so `h` bounds its ratio by $C$, while the scaling law gives the value $|C| + R(f)$. The absolute value allows for a `C` of either sign.

## Three dimensions and the kinetic energy

```lean
/-- In three dimensions, for a nonzero compactly supported `C¹` function and `q > 0`, the
ratio of the `L^q` norm to the `L²` norm of the gradient is dilation invariant exactly when
`q = 6`. -/
theorem sobolevRatio_invariant_iff_six {q : ℝ} (hq : 0 < q) {f : Space 3 → ℝ}
    (hf : ContDiff ℝ 1 f) (hc : HasCompactSupport f) (h0 : f ≠ 0) :
    (∀ l : ℝ, 0 < l → sobolevRatio q 2 (dilate l f) = sobolevRatio q 2 f) ↔ q = 6 := by
  rw [sobolevRatio_invariant_iff (by norm_num) two_pos hq hf hc h0]
  constructor
  · intro h
    have h6 : q * (1 / q) = 1 := mul_one_div_cancel hq.ne'
    rw [h] at h6
    push_cast at h6
    linarith
  · intro h
    rw [h]
    norm_num

end

end SobolevScaling
```

With $d = 3$ and $p = 2$ the relation reads $1/q = 1/2 - 1/3 = 1/6$, and the proof solves it for $q$. For a single real, compactly supported $C^1$ wavefunction $f$ with density $\rho = f^2$, the sixth-power norm is $\|f\|_6 = \left(\int\rho^3\right)^{1/6}$. The kinetic energy and $\left(\int\rho^3\right)^{1/3}$ therefore scale alike under a change of length, which is the consistency that a lower bound on the kinetic energy by a power of $\int \rho^3$ requires.

```lean
#print axioms SobolevScaling.sobolevRatio_invariant_iff
-- 'SobolevScaling.sobolevRatio_invariant_iff' depends on axioms: [propext, Classical.choice, Quot.sound]
#print axioms SobolevScaling.exponent_of_sobolev_inequality
-- 'SobolevScaling.exponent_of_sobolev_inequality' depends on axioms: [propext, Classical.choice, Quot.sound]
#print axioms SobolevScaling.sobolevRatio_invariant_iff_six
-- 'SobolevScaling.sobolevRatio_invariant_iff_six' depends on axioms: [propext, Classical.choice, Quot.sound]
```
